# For power-law basis-set convergence, the ratio of successive energy gaps rises strictly with the positive exponent

When an energy's basis-set error follows the pure power law `n ^ (-a)`, three basis-set sizes give two successive energy gaps, and `gapRatio_strictMonoOn` states that the ratio of the first gap to the second increases strictly with the exponent `a`. In mathematical terms, for fixed real sizes 0 < X < Y < Z, the function (X^(−a) − Y^(−a)) / (Y^(−a) − Z^(−a)) is strictly increasing on a > 0. The proof writes the ratio as (exp(ap) − 1) / (1 − exp(−aq)), with p = log(Y/X) and q = log(Z/Y) both positive. For 0 < a < b it then uses strict convexity of the exponential to bound exp(ap) and exp(−aq) by chords running from exponent zero to b, and compares the two fractions by cross-multiplication.

This version doesn't compile in Lean 4 with Mathlib:

```lean
import Mathlib

open Real

namespace GapRatioStrictMonoOn

noncomputable section

/-- Ratio of the two successive energy gaps of the power law `n ^ (-a)` at the basis-set
sizes `X`, `Y`, `Z`; its domain is `0 < X < Y < Z` and `a ≠ 0`. -/
def gapRatio (X Y Z a : ℝ) : ℝ :=
  (X ^ (-a) - Y ^ (-a)) / (Y ^ (-a) - Z ^ (-a))

/-- For positive sizes and a fixed exponent `a`, the gap ratio depends only on the logarithms of the
size ratios `Y / X` and `Z / Y`. -/
theorem gapRatio_eq_exp {X Y Z : ℝ} (hX : 0 < X) (hY : 0 < Y) (hZ : 0 < Z) (a : ℝ) :
    gapRatio X Y Z a =
      (exp (a * log (Y / X)) - 1) / (1 - exp (-(a * log (Z / Y)))) := by
  have h1 : X ^ (-a) = Y ^ (-a) * exp (a * log (Y / X)) := by
    rw [rpow_def_of_pos hX, rpow_def_of_pos hY, ← exp_add, log_div hY.ne' hX.ne']
    congr 1
    ring
  have h2 : Z ^ (-a) = Y ^ (-a) * exp (-(a * log (Z / Y))) := by
    rw [rpow_def_of_pos hZ, rpow_def_of_pos hY, ← exp_add, log_div hZ.ne' hY.ne']
    congr 1
    ring
  have h3 : Y ^ (-a) ≠ 0 := (rpow_pos_of_pos hY _).ne'
  unfold gapRatio
  rw [h1, h2, ← mul_div_mul_left _ (1 - exp (-(a * log (Z / Y)))) h3]
  congr 1 <;> ring

/-- Between `0` and `x ≠ 0` the exponential lies strictly below its chord. -/
theorem exp_lt_chord {x t : ℝ} (hx : x ≠ 0) (h0 : 0 < t) (h1 : t < 1) :
    exp (t * x) < 1 - t + t * exp x := by
  have h := strictConvexOn_exp.2 (Set.mem_univ (0 : ℝ)) (Set.mem_univ x) hx.symm
    (sub_pos.2 h1) h0 (by ring)
  simpa only [smul_eq_mul, mul_zero, zero_add, exp_zero, mul_one] using h

/-- For `0 < X < Y < Z` the gap ratio increases strictly with the exponent `a > 0`. -/
theorem gapRatio_strictMonoOn {X Y Z : ℝ} (hX : 0 < X) (hXY : X < Y) (hYZ : Y < Z) :
    StrictMonoOn (gapRatio X Y Z) (Set.Ioi 0) := by
  intro a ha b hb hab
  have ha' : 0 < a := ha
  have hb' : 0 < b := hb
  have hY := hX.trans hXY
  have hp : 0 < log (Y / X) := log_pos ((one_lt_div hX).2 hXY)
  have hq : 0 < log (Z / Y) := log_pos ((one_lt_div hY).2 hYZ)
  rw [gapRatio_eq_exp hX hY (hY.trans hYZ), gapRatio_eq_exp hX hY (hY.trans hYZ)]
  set p := log (Y / X)
  set q := log (Z / Y)
  have hbp : 0 < b * p := mul_pos hb' hp
  have hbq : 0 < b * q := mul_pos hb' hq
  have haq : 0 < a * q := mul_pos ha' hq
  have hDa : 0 < 1 - exp (-(a * q)) := sub_pos.2 (exp_lt_one (by linarith))
  have hDb : 0 < 1 - exp (-(b * q)) := sub_pos.2 (exp_lt_one (by linarith))
  have hNb : 0 < exp (b * p) - 1 := by linarith [add_one_le_exp (b * p)]
  -- compare the exponents `a` and `b` along the chords from zero to `b`
  have ht0 : 0 < a / b := div_pos ha' hb'
  have ht1 : a / b < 1 := (div_lt_one hb').2 hab
  have h1 := exp_lt_chord hbp.ne' ht0 ht1
  have h2 := exp_lt_chord (neg_ne_zero.2 hbq.ne') ht0 ht1
  have e1 : a / b * (b * p) = a * p := by field_simp
  have e2 : a / b * -(b * q) = -(a * q) := by field_simp
  rw [e1] at h1
  rw [e2] at h2
  rw [div_lt_div_iff₀ hDa hDb]
  nlinarith [mul_pos hDb (sub_pos.2 h1), mul_pos hNb (sub_pos.2 h2)]

end

end GapRatioStrictMonoOn
```

Messages:

```
Main.lean:54:50: error(lean.unknownIdentifier): Unknown identifier `exp_lt_one`
Main.lean:55:50: error(lean.unknownIdentifier): Unknown identifier `exp_lt_one`
```

Both messages say the same thing: Lean finds no declaration that the name `exp_lt_one` can refer to at that point, even with the `Real` namespace open. The name is used in the proofs of `hDa` and `hDb`, which state that the denominators 1 − exp(−aq) and 1 − exp(−bq) are positive. There `sub_pos.2` needs a proof that the exponential is less than 1, and the unknown name was meant to supply it from a negative exponent.

The diff uses `exp_lt_one_iff` instead, an equivalence between exp x < 1 and x < 0. Its direction `.2` goes from the negative exponent to the bound on the exponential, which is what `sub_pos.2` needs. What remains for `linarith` is −(aq) < 0 in one line and −(bq) < 0 in the other, and these follow from `haq` and `hbq`. The same replacement cures both errors, and the mathematical argument is unchanged.

The change, after which it compiles:

```diff
@@ -52,6 +52,6 @@
   have hbq : 0 < b * q := mul_pos hb' hq
   have haq : 0 < a * q := mul_pos ha' hq
-  have hDa : 0 < 1 - exp (-(a * q)) := sub_pos.2 (exp_lt_one (by linarith))
-  have hDb : 0 < 1 - exp (-(b * q)) := sub_pos.2 (exp_lt_one (by linarith))
+  have hDa : 0 < 1 - exp (-(a * q)) := sub_pos.2 (exp_lt_one_iff.2 (by linarith))
+  have hDb : 0 < 1 - exp (-(b * q)) := sub_pos.2 (exp_lt_one_iff.2 (by linarith))
   have hNb : 0 < exp (b * p) - 1 := by linarith [add_one_le_exp (b * p)]
   -- compare the exponents `a` and `b` along the chords from zero to `b`
```
